# Majority Terms Give Mixed Levels Distinct Labels

After the energy matrix of an atom has been diagonalised in intermediate coupling, each level needs a name. The usual candidate is the basis term with the largest squared coefficient in the eigenvector. For a \(J=1\) block of an \(sp\) configuration, for instance, the names available are \({}^3P_1\) and \({}^1P_1\), and both levels contain both terms. When mixing is strong, this rule can give two levels the same name. A quick look at the eigenvectors settles many cases: if every level has a term of weight above one half, the names are all different. Even without such majorities, some one-to-one labelling exists in which every level contains the term it is named after, though possibly with a small weight.

## Counting weight along rows and columns

Fix \(J\) and \(M\), so that each level is represented by a single state. Take a finite orthonormal basis of terms \(|t\rangle\) and an equal number of orthonormal levels

\[
|i\rangle=\sum_t U_{ti}\,|t\rangle .
\]

Row \(t\) of the matrix \(U\) belongs to a term and column \(i\) to a level. If the same term symbol occurs more than once in the basis, further quantum numbers are understood to be part of the label \(t\). The weight of term \(t\) in level \(i\) is \(w_{ti}=|U_{ti}|^2\). Since \(U\) is unitary, the diagonal entries of \(UU^\dagger=1\) and \(U^\dagger U=1\) give

\[
\sum_i w_{ti}=1\quad\text{for each } t,\qquad \sum_t w_{ti}=1\quad\text{for each } i .
\]

All weights are nonnegative, so two different entries in one row, or in one column, add up to at most 1.

**A labelling always exists.** A one-to-one labelling is a permutation \(p\) that gives level \(i\) the term \(p(i)\). The determinant is a sum over exactly these labellings:

\[
\det U=\sum_p \operatorname{sgn}(p)\prod_i U_{p(i)\,i}.
\]

If every labelling had some \(U_{p(i)\,i}=0\), every product would vanish, and so would the determinant. But \(\det U\,\det U^\dagger=\det(UU^\dagger)=1\), so \(\det U\neq0\). Hence some \(p\) has \(U_{p(i)\,i}\neq0\) for all \(i\).

**Majority terms do not collide.** Let \(f(i)\) be a term of largest weight in level \(i\), and let every level have a term of weight above \(1/2\). Then \(w_{f(i)\,i}>1/2\) for all \(i\). Suppose that \(f(i)=f(j)=t\) with \(i\neq j\). Row \(t\) would then contain

\[
w_{ti}+w_{tj}>\tfrac12+\tfrac12=1,
\]

which contradicts its normalisation. So \(f\) is one-to-one, and because there are as many terms as levels, it uses every term.

**The majority labelling has the largest total weight.** Let \(p\) be a one-to-one labelling with \(w_{p(i)\,i}>1/2\) for all \(i\), and let \(q\neq p\) be another. Where \(q(i)\neq p(i)\), normalisation of column \(i\) gives

\[
w_{q(i)\,i}\le 1-w_{p(i)\,i}<\tfrac12<w_{p(i)\,i}.
\]

Elsewhere the two weights are equal. The labellings differ in at least one level, so summing over levels gives \(\sum_i w_{q(i)\,i}<\sum_i w_{p(i)\,i}\).

**Two mixtures that mark the limit.** In the unitary matrix

\[
\frac12\begin{pmatrix}1+i&1-i\\1-i&1+i\end{pmatrix}
\]

(here \(i\) is the imaginary unit) every weight is \(1/2\). Both terms lead in both levels, and a rule that breaks ties in favour of the first term names both levels alike. A weight of at least \(1/2\) in every level is therefore not enough.

The second example has three levels, numbered from 0, with the weights

| | level 0 | level 1 | level 2 |
|---|---|---|---|
| term 0 | 144/289 | 144/289 | 1/289 |
| term 1 | 9/25 | 256/625 | 144/625 |
| term 2 | 1024/7225 | 16641/180625 | 138384/180625 |

There are no ties for the lead here, yet term 0 leads in levels 0 and 1, with a weight of about 0.498 in each. A unique leading term in every level, even with weight at least \(144/289\), does not ensure distinct names.

## Terms and levels as matrix indices

In the Lean development one finite index type `n` numbers both the terms and the levels. This makes the coefficient matrix square; it does not pair term number \(k\) with level number \(k\) in any physical sense.

```lean
import Mathlib

open Matrix

namespace LevelLabelling

noncomputable section

variable {n : Type*} [Fintype n] [DecidableEq n]
```

The expression `U t i` is the coefficient \(U_{ti}\), with the term first and the level second. Its weight is a real number, given by `Complex.normSq`, the squared modulus.

```lean
/-- The weight of basis term `t` in level `i`: the squared modulus of the expansion
coefficient in row `t` and column `i`. -/
def weight (U : Matrix n n ℂ) (t i : n) : ℝ := Complex.normSq (U t i)
```

The condition `U ∈ Matrix.unitaryGroup n ℂ` says that \(U\) is exactly unitary. It stands for an orthonormal set of levels expanded in an orthonormal basis of the same finite dimension. No Hamiltonian appears, so the results apply to any such expansion, whether the basis is \(LS\), \(jj\) or pair coupled. How well a truncated basis describes the atom is a separate question. If levels in the block are degenerate, their eigenvectors can be chosen in several ways, and the weights refer to the choice made.

## Normalisation of rows and columns

The first sum rule reads off the diagonal entry `(U * star U) t t`, where `star U` is \(U^\dagger\). Expanding the matrix product gives \(\sum_i U_{ti}U_{ti}^*=1\) as a complex equation. The step `hc` identifies each summand with a weight, and `exact_mod_cast` carries the equation back to the real numbers.

```lean
/-- For a unitary coefficient matrix, the weights of one term in all levels sum to one. -/
theorem sum_weight_over_levels {U : Matrix n n ℂ} (hU : U ∈ Matrix.unitaryGroup n ℂ)
    (t : n) : ∑ i, weight U t i = 1 := by
  have h : (U * star U) t t = 1 := by
    rw [Matrix.mem_unitaryGroup_iff.mp hU, Matrix.one_apply_eq]
  simp only [Matrix.mul_apply, Matrix.star_apply] at h
  have hc : ((∑ i, weight U t i : ℝ) : ℂ) = 1 := by
    rw [Complex.ofReal_sum]
    refine Eq.trans (Finset.sum_congr rfl fun i _ => ?_) h
    exact (Complex.mul_conj (U t i)).symm
  exact_mod_cast hc
```

The second sum rule does the same with \(U^\dagger U\), and so normalises each level.

```lean
/-- For a unitary coefficient matrix, the weights of all terms in one level sum to one. -/
theorem sum_weight_over_terms {U : Matrix n n ℂ} (hU : U ∈ Matrix.unitaryGroup n ℂ)
    (i : n) : ∑ t, weight U t i = 1 := by
  have h : (star U * U) i i = 1 := by
    rw [Matrix.mem_unitaryGroup_iff'.mp hU, Matrix.one_apply_eq]
  simp only [Matrix.mul_apply, Matrix.star_apply] at h
  have hc : ((∑ t, weight U t i : ℝ) : ℂ) = 1 := by
    rw [Complex.ofReal_sum]
    refine Eq.trans (Finset.sum_congr rfl fun t _ => ?_) h
    exact Complex.normSq_eq_conj_mul_self
  exact_mod_cast hc
```

The next lemma is the remark that two different nonnegative entries add up to at most the whole sum. It is stated for a general family `g`, so that it serves for rows and columns alike. The calculation writes the two entries as a sum over the set `{i, j}` and then enlarges that set to all indices.

```lean
/-- Two different members of a family of nonnegative weights with sum one
add up to at most one. -/
theorem two_weights_le_one {g : n → ℝ} (h0 : ∀ k, 0 ≤ g k) (h1 : ∑ k, g k = 1)
    {i j : n} (hij : i ≠ j) : g i + g j ≤ 1 := by
  calc g i + g j = ∑ k ∈ {i, j}, g k := (Finset.sum_pair hij).symm
    _ ≤ ∑ k, g k :=
        Finset.sum_le_sum_of_subset_of_nonneg (Finset.subset_univ _) (fun k _ _ => h0 k)
    _ = 1 := h1
```

## A nonzero product in the determinant

A one-to-one labelling is an element of `Equiv.Perm n`. The following theorem needs only a nonzero determinant. It assumes that no suitable labelling exists and shows that the determinant is then zero: `Matrix.det_apply` expands it over permutations, each permutation `p` has a level `i` with `U (p i) i = 0`, and `Finset.prod_eq_zero` makes the whole product vanish.

```lean
/-- If the coefficient matrix has nonzero determinant, the levels can be labelled
one-to-one by terms that occur in them with nonzero coefficient. -/
theorem exists_labelling_of_det_ne_zero {U : Matrix n n ℂ} (hdet : U.det ≠ 0) :
    ∃ p : Equiv.Perm n, ∀ i, U (p i) i ≠ 0 := by
  by_contra hno
  apply hdet
  rw [Matrix.det_apply]
  -- without a labelling, every product in the determinant has a zero factor
  refine Finset.sum_eq_zero fun p _ => ?_
  obtain ⟨i, hi⟩ : ∃ i, U (p i) i = 0 := by
    by_contra hne
    exact hno ⟨p, fun i hi => hne ⟨i, hi⟩⟩
  have hz : ∏ j, U (p j) j = 0 := Finset.prod_eq_zero (Finset.mem_univ i) hi
  rw [hz, smul_zero]
```

For a unitary matrix the determinant condition follows from \(\det U\,\det U^\dagger=1\). If \(\det U\) were zero, this equation would become \(0=1\).

```lean
/-- For every unitary coefficient matrix, the levels can be labelled one-to-one by
terms that occur in them with nonzero coefficient. -/
theorem exists_labelling {U : Matrix n n ℂ} (hU : U ∈ Matrix.unitaryGroup n ℂ) :
    ∃ p : Equiv.Perm n, ∀ i, U (p i) i ≠ 0 := by
  apply exists_labelling_of_det_ne_zero
  intro h0
  have h : U.det * (star U).det = 1 := by
    rw [← Matrix.det_mul, Matrix.mem_unitaryGroup_iff.mp hU, Matrix.det_one]
  rw [h0, zero_mul] at h
  exact zero_ne_one h
```

The conclusion promises nonzero coefficients and nothing about their size. A label obtained in this way may belong to a minor component of its level.

## Leading terms above one half

Here `f : n → n` is an arbitrary assignment of terms to levels, not yet known to be one-to-one. The hypothesis `hlead` says that no term has a larger weight in level `i` than `f i`, and `hmaj` says that each level has some term of weight above one half. The conclusion `Function.Bijective f` means that no term is used twice and none is left over.

```lean
/-- Let `f` label each level by a term of largest weight. If the coefficient matrix is
unitary and every level has a term of weight above one half, then `f` is one-to-one
and uses every term. -/
theorem leading_labelling_bijective {U : Matrix n n ℂ}
    (hU : U ∈ Matrix.unitaryGroup n ℂ) {f : n → n}
    (hlead : ∀ i t, weight U t i ≤ weight U (f i) i)
    (hmaj : ∀ i, ∃ t, 1 / 2 < weight U t i) : Function.Bijective f := by
  have hf : ∀ i, 1 / 2 < weight U (f i) i := fun i => by
    obtain ⟨t, ht⟩ := hmaj i
    exact lt_of_lt_of_le ht (hlead i t)
  apply Finite.injective_iff_bijective.mp
  intro i j hij
  by_contra hne
  -- a shared label would give its row a total weight above one
  have hrow := two_weights_le_one (g := fun k => weight U (f i) k)
    (fun k => Complex.normSq_nonneg _) (sum_weight_over_levels hU (f i)) hne
  have hi := hf i
  have hj := hf j
  rw [← hij] at hj

  linarith
```

The step `hf` transfers the majority from the unnamed term in `hmaj` to the leading term `f i`. On a finite type it is enough to prove that `f` is injective, which is the content of `Finite.injective_iff_bijective`. For two levels with a common label, `hrow` bounds their weights in the shared row by 1, while `hi` and `hj` put each of them above one half. The rewriting with `hij` expresses both weights in the same row, and `linarith` finds the contradiction.

## Comparing total weights

The next theorem compares two permutations. The hypothesis `hp` requires a majority weight for every label of `p`, while `q` is any other one-to-one labelling.

```lean
/-- For a unitary coefficient matrix, a one-to-one labelling `p` whose labels all have
weight above one half has a larger total weight than any other one-to-one labelling. -/
theorem majority_labelling_optimal {U : Matrix n n ℂ}
    (hU : U ∈ Matrix.unitaryGroup n ℂ) {p q : Equiv.Perm n}
    (hp : ∀ i, 1 / 2 < weight U (p i) i) (hqp : q ≠ p) :
    ∑ i, weight U (q i) i < ∑ i, weight U (p i) i := by
  -- in each level where the labels differ, `q` picks a smaller weight than `p`
  have hlt : ∀ i, q i ≠ p i → weight U (q i) i < weight U (p i) i := fun i hi => by
    have hcol := two_weights_le_one (g := fun t => weight U t i)
      (fun t => Complex.normSq_nonneg _) (sum_weight_over_terms hU i) hi
    have hpi := hp i

    linarith
  apply Finset.sum_lt_sum
  · intro i _
    by_cases hi : q i = p i
    · rw [hi]
    · exact (hlt i hi).le
  · by_contra hno
    apply hqp
    apply Equiv.ext
    intro i
    by_contra hi
    exact hno ⟨i, Finset.mem_univ i, hlt i hi⟩
```

The step `hlt` is the column estimate: where the labels differ, `hcol` bounds the sum of their two weights by 1, so the label chosen by `q` has the smaller weight. `Finset.sum_lt_sum` then asks for two things. Each summand for `q` must be at most the one for `p`, which follows by separating equal from different labels. At least one summand must be strictly smaller, and if there were none, `q` and `p` would agree in every level, against `hqp`.

Under the hypotheses of `leading_labelling_bijective`, the leading assignment `f` is itself a permutation with majority weights, so it can take the place of `p` here.

## The evenly mixed pair

The two-level matrix from the derivation is entered with its complex coefficients.

```lean
/-- A two-level coefficient matrix with evenly mixed levels. -/
def evenMixing : Matrix (Fin 2) (Fin 2) ℂ :=
  !![(1 + Complex.I) / 2, (1 - Complex.I) / 2;
     (1 - Complex.I) / 2, (1 + Complex.I) / 2]
```

The theorem states that this matrix is unitary and that all four weights are one half. For unitarity, the proof compares the real and imaginary parts of each entry of \(UU^\dagger\) with those of the identity matrix. `fin_cases` runs through the index pairs, and `norm_num` does the arithmetic.

```lean
/-- The matrix `evenMixing` is unitary, and each term has weight exactly one half
in each level. -/
theorem evenMixing_weights : evenMixing ∈ Matrix.unitaryGroup (Fin 2) ℂ ∧
    ∀ t i, weight evenMixing t i = 1 / 2 := by
  constructor
  · rw [Matrix.mem_unitaryGroup_iff]
    have hre : ∀ z : ℂ, (star z).re = z.re := fun _ => rfl
    have him : ∀ z : ℂ, (star z).im = -z.im := fun _ => rfl
    ext i j
    -- compare real and imaginary parts before inserting the entries
    simp only [Matrix.mul_apply, Matrix.star_apply, Fin.sum_univ_two, Complex.ext_iff,
      Complex.add_re, Complex.add_im, Complex.mul_re, Complex.mul_im, hre, him]
    fin_cases i <;> fin_cases j <;> simp [evenMixing] <;> norm_num
  · intro t i
    fin_cases t <;> fin_cases i <;>
      simp [weight, evenMixing, Complex.normSq_apply] <;> norm_num
```

With these weights, the assignment that sends both levels to term 0 satisfies `hlead` but is not one-to-one. Both permutations have total weight 1, so neither is better than the other.

## One term leading two levels

The three-level matrix has rational entries, which allows its weights to be compared as fractions.

```lean
/-- A three-level coefficient matrix with rational entries. -/
def sharedLeader : Matrix (Fin 3) (Fin 3) ℂ :=
  !![12 / 17, 12 / 17, 1 / 17;
     3 / 5, -(16 / 25), 12 / 25;
     -(32 / 85), 129 / 425, 372 / 425]
```

The theorem confirms unitarity and states that, in level 0 and again in level 1, every term other than term 0 has a strictly smaller weight than term 0. The unitarity proof follows the same pattern as before, and the two comparisons run through the terms one at a time.

```lean
/-- The matrix `sharedLeader` is unitary, and term 0 has strictly the largest weight
both in level 0 and in level 1. -/
theorem sharedLeader_collision : sharedLeader ∈ Matrix.unitaryGroup (Fin 3) ℂ ∧
    (∀ t, t ≠ 0 → weight sharedLeader t 0 < weight sharedLeader 0 0) ∧
    (∀ t, t ≠ 0 → weight sharedLeader t 1 < weight sharedLeader 0 1) := by
  refine ⟨?_, ?_, ?_⟩
  · rw [Matrix.mem_unitaryGroup_iff]
    have hre : ∀ z : ℂ, (star z).re = z.re := fun _ => rfl
    have him : ∀ z : ℂ, (star z).im = -z.im := fun _ => rfl
    ext i j
    simp only [Matrix.mul_apply, Matrix.star_apply, Fin.sum_univ_three, Complex.ext_iff,
      Complex.add_re, Complex.add_im, Complex.mul_re, Complex.mul_im, hre, him]
    fin_cases i <;> fin_cases j <;> simp [sharedLeader] <;> norm_num
  · intro t ht
    fin_cases t <;> simp [weight, sharedLeader] at ht ⊢ <;> norm_num
  · intro t ht
    fin_cases t <;> simp [weight, sharedLeader] at ht ⊢ <;> norm_num

end

end LevelLabelling
```

For this matrix any leading assignment must give levels 0 and 1 the same name. A one-to-one labelling by terms that occur in the levels still exists by `exists_labelling`, but at least one of these two levels must then be named after a term that does not lead in it. In a finite-basis structure calculation, a leading weight at or below one half is thus the signal to check the list of names for duplicates.

```lean
#print axioms LevelLabelling.leading_labelling_bijective
#print axioms LevelLabelling.majority_labelling_optimal
#print axioms LevelLabelling.evenMixing_weights
#print axioms LevelLabelling.sharedLeader_collision
```

```
'LevelLabelling.leading_labelling_bijective' depends on axioms: [propext, Classical.choice, Quot.sound]
'LevelLabelling.majority_labelling_optimal' depends on axioms: [propext, Classical.choice, Quot.sound]
'LevelLabelling.evenMixing_weights' depends on axioms: [propext, Classical.choice, Quot.sound]
'LevelLabelling.sharedLeader_collision' depends on axioms: [propext, Classical.choice, Quot.sound]
```
